# Conformal algebra and energy scaling for the inverse-square potential on the half-line

Take a free particle on $x>0$, in units with $\hbar=m=1$. The function $e^{-x}$ satisfies

$$-\tfrac12\,(e^{-x})''=-\tfrac12\,e^{-x},$$

so, with no boundary condition imposed at $x=0$, it solves the Schrödinger equation with energy $-\tfrac12$. Stretching the coordinate by a factor $s>0$ gives $e^{-sx}$, whose energy is $-\tfrac12 s^2$, because each derivative contributes one factor $s$. A potential proportional to $1/x^2$ scales in the same way as two derivatives, so the argument survives when it is added. The infinitesimal form of this scaling is the commutator of the Hamiltonian with the generator of dilations, one of three commutators proved below.

The development uses Mathlib's calculus and measure theory.

```lean
import Mathlib

open Set Filter Topology MeasureTheory
open scoped ContDiff

namespace ConformalMechanics

noncomputable section
```

## Wave functions and the three operators

A wave function is a complex function $f$ with derivatives of all orders on the open half-line. In Lean it is defined on all of `ℝ`, but smoothness is required only on `Ioi 0`, the set $x>0$. Every identity below is asserted only there, and since derivatives are local, the values of $f$ at $x\le 0$ play no role.

```lean
/-- Wave functions that are smooth on the open half-line x > 0. -/
def SmoothHalfLine (f : ℝ → ℂ) : Prop := ContDiffOn ℝ ∞ f (Ioi 0)
```

The Hamiltonian has a real coupling $g$ of either sign:

$$Hf=-\tfrac12 f''+\frac{g}{2x^2}f .$$

For $g=\ell(\ell+1)$ the potential is the centrifugal term of a free particle with angular momentum $\ell$ in three dimensions, acting on the reduced radial function.

```lean
/-- The inverse-square Hamiltonian H = -d²/2 + g/(2x²). -/
def hamiltonian (g : ℝ) (f : ℝ → ℂ) (x : ℝ) : ℂ :=
  -(deriv (deriv f) x) / 2 + (g : ℂ) / (2 * (x : ℂ) ^ 2) * f x
```

The dilation generator is $Df=xf'+\tfrac12 f$. It is written without a factor $i$; the usual symmetric operator $\tfrac12(xp+px)$, with $p=-i\,d/dx$, is $-iD$. This convention fixes the signs and the missing factors of $i$ in the commutators.

```lean
/-- The generator of dilations D = x d + 1/2. -/
def dilation (f : ℝ → ℂ) (x : ℝ) : ℂ := (x : ℂ) * deriv f x + f x / 2
```

The third operator is multiplication by half the squared position, $Kf=\tfrac12x^2f$.

```lean
/-- The generator of special conformal transformations K = x²/2. -/
def special (f : ℝ → ℂ) (x : ℝ) : ℂ := (x : ℂ) ^ 2 / 2 * f x
```

The finite change of scale sends $f$ to the function $x\mapsto f(sx)$. It carries no normalisation factor. If $f$ is normalised on the half-line, the normalised rescaled state is $\sqrt{s}\,f(sx)$.

```lean
/-- The rescaled wave function f(sx). -/
def rescale (s : ℝ) (f : ℝ → ℂ) (x : ℝ) : ℂ := f (s * x)
```

A bound solution of real energy $E$ is a smooth function, not identically zero on $x>0$, with $\int_0^\infty|f|^2\,dx<\infty$ and $Hf=Ef$ at every $x>0$. The definition imposes no boundary condition at the origin. It therefore describes solutions of a differential equation, and not eigenvectors of a chosen self-adjoint Hamiltonian.

```lean
/-- A nonzero, smooth, square-integrable solution of Hf = Ef on x > 0, with no boundary
condition imposed at the origin. -/
structure IsBoundSolution (g E : ℝ) (f : ℝ → ℂ) : Prop where
  smooth : SmoothHalfLine f
  nonzero : ∃ x, 0 < x ∧ f x ≠ 0
  sqIntegrable : IntegrableOn (fun x => ‖f x‖ ^ 2) (Ioi 0)
  eigen : ∀ x, 0 < x → hamiltonian g f x = (E : ℂ) * f x
```

## Derivatives of $Df$, $Kf$ and $Hf$

If $f$ is smooth on the open half-line, so is $f'$. Repeating this supplies $f''$ and $f'''$.

```lean
private lemma smooth_deriv {f : ℝ → ℂ} (hf : SmoothHalfLine f) : SmoothHalfLine (deriv f) :=
  ContDiffOn.deriv_of_isOpen hf isOpen_Ioi (by exact le_rfl)
```

Lean's `deriv` returns a number for any function, so differentiability has to be established before that number can be used as a derivative. Smoothness near $x$ provides it.

```lean
private lemma hasDeriv {f : ℝ → ℂ} (hf : SmoothHalfLine f) {x : ℝ} (hx : 0 < x) :
    HasDerivAt f (deriv f x) x :=
  ((ContDiffOn.contDiffAt hf (Ioi_mem_nhds hx)).differentiableAt (by simp)).hasDerivAt
```

For a second derivative, a formula for $F'$ at the single point $x$ is not enough. If $F'=F_1$ at all positive points, the two functions agree near $x$, and so $F''(x)=F_1'(x)$. The proof expresses this as equality on a neighbourhood.

```lean
private lemma second_deriv {F F1 : ℝ → ℂ} {F2 : ℂ} {x : ℝ} (hx : 0 < x)
    (h1 : ∀ y, 0 < y → HasDerivAt F (F1 y) y) (h2 : HasDerivAt F1 F2 x) :
    deriv (deriv F) x = F2 := by
  have h : deriv F =ᶠ[𝓝 x] F1 := by
    filter_upwards [Ioi_mem_nhds hx] with y hy using (h1 y hy).deriv
  rw [h.deriv_eq]
  exact h2.deriv
```

The coordinate, regarded as a complex-valued function, has derivative $x'=1$.

```lean
private lemma hasDeriv_x (x : ℝ) : HasDerivAt (fun y : ℝ => (y : ℂ)) 1 x := by
  simpa using (hasDerivAt_id x).ofReal_comp
```

The product rule then gives $(x^2)'=2x$.

```lean
private lemma hasDeriv_sq (x : ℝ) : HasDerivAt (fun y : ℝ => (y : ℂ) ^ 2) (2 * (x : ℂ)) x := by
  simpa [two_mul, pow_two] using (hasDeriv_x x).fun_mul (hasDeriv_x x)
```

For the dilation generator,

$$(Df)'=\left(xf'+\tfrac12f\right)'=xf''+f'+\tfrac12f'=xf''+\tfrac32f'.$$

```lean
private lemma hasDeriv_dilation {f : ℝ → ℂ} (hf : SmoothHalfLine f) {x : ℝ} (hx : 0 < x) :
    HasDerivAt (dilation f) ((x : ℂ) * deriv (deriv f) x + 3 / 2 * deriv f x) x :=
  (((hasDeriv_x x).fun_mul (hasDeriv (smooth_deriv hf) hx)).fun_add
    ((hasDeriv hf hx).div_const 2)).congr_deriv (by ring)
```

For $K$,

$$(Kf)'=xf+\tfrac12x^2f'.$$

```lean
private lemma hasDeriv_special {f : ℝ → ℂ} (hf : SmoothHalfLine f) {x : ℝ} (hx : 0 < x) :
    HasDerivAt (special f) ((x : ℂ) * f x + (x : ℂ) ^ 2 / 2 * deriv f x) x :=
  (((hasDeriv_sq x).div_const 2).fun_mul (hasDeriv hf hx)).congr_deriv (by ring)
```

For the Hamiltonian, the quotient rule gives $\left(g/(2x^2)\right)'=-g/x^3$, so

$$(Hf)'=-\tfrac12f'''-\frac{g}{x^3}f+\frac{g}{2x^2}f'.$$

```lean
private lemma hasDeriv_hamiltonian (g : ℝ) {f : ℝ → ℂ} (hf : SmoothHalfLine f) {x : ℝ}
    (hx : 0 < x) : HasDerivAt (hamiltonian g f) (-(deriv (deriv (deriv f)) x) / 2
      + (-(g : ℂ) / (x : ℂ) ^ 3 * f x + (g : ℂ) / (2 * (x : ℂ) ^ 2) * deriv f x)) x := by
  have hx0 : (x : ℂ) ≠ 0 := Complex.ofReal_ne_zero.mpr hx.ne'
  have hV : HasDerivAt (fun y : ℝ => (g : ℂ) / (2 * (y : ℂ) ^ 2)) (-(g : ℂ) / (x : ℂ) ^ 3) x :=
    ((hasDerivAt_const x (g : ℂ)).fun_div ((hasDeriv_sq x).const_mul 2)
      (mul_ne_zero two_ne_zero (pow_ne_zero 2 hx0))).congr_deriv (by field_simp; ring)
  exact ((hasDeriv (smooth_deriv (smooth_deriv hf)) hx).fun_neg.div_const 2).fun_add
    (hV.fun_mul (hasDeriv hf hx))
```

Differentiating $(Kf)'$ once more,

$$(Kf)''=f+xf'+xf'+\tfrac12x^2f''=f+2xf'+\tfrac12x^2f''.$$

```lean
private lemma second_deriv_special {f : ℝ → ℂ} (hf : SmoothHalfLine f) {x : ℝ} (hx : 0 < x) :
    deriv (deriv (special f)) x
      = f x + 2 * (x : ℂ) * deriv f x + (x : ℂ) ^ 2 / 2 * deriv (deriv f) x :=
  second_deriv hx (fun _ hy => hasDeriv_special hf hy)
    ((((hasDeriv_x x).fun_mul (hasDeriv hf hx)).fun_add (((hasDeriv_sq x).div_const 2).fun_mul
      (hasDeriv (smooth_deriv hf) hx))).congr_deriv (by ring))
```

## The three commutators

One more derivative is needed, $(Df)''=xf'''+\tfrac52f''$. For the first commutator,

$$D(Hf)=-\tfrac12xf'''-\tfrac14f''+\frac{g}{2x}f'-\frac{3g}{4x^2}f,$$

$$H(Df)=-\tfrac12xf'''-\tfrac54f''+\frac{g}{2x}f'+\frac{g}{4x^2}f.$$

The third derivatives cancel, and the difference is $f''-gf/x^2=-2Hf$. For the second,

$$D(Kf)-K(Df)=\left(\tfrac54x^2f+\tfrac12x^3f'\right)-\left(\tfrac14x^2f+\tfrac12x^3f'\right)=x^2f=2Kf.$$

For the third,

$$H(Kf)-K(Hf)=\left(-\tfrac12f-xf'-\tfrac14x^2f''+\tfrac g4f\right)-\left(-\tfrac14x^2f''+\tfrac g4f\right)=-Df.$$

Together these read

$$[D,H]=-2H,\qquad [D,K]=2K,\qquad [H,K]=-D .$$

The theorem states them as three equations between complex numbers, for every real $g$, every smooth $f$ and every $x>0$. In the proof, `simp only` inserts the derivatives, `field_simp` clears the powers of $x$ from the denominators, and `ring` does the cancellation.

```lean
/-- The conformal algebra on smooth functions of x > 0:
[D,H] = -2H, [D,K] = 2K and [H,K] = -D. -/
theorem conformal_algebra (g : ℝ) {f : ℝ → ℂ} (hf : SmoothHalfLine f) {x : ℝ} (hx : 0 < x) :
    dilation (hamiltonian g f) x - hamiltonian g (dilation f) x = -2 * hamiltonian g f x ∧
    dilation (special f) x - special (dilation f) x = 2 * special f x ∧
    hamiltonian g (special f) x - special (hamiltonian g f) x = -dilation f x := by
  have hx0 : (x : ℂ) ≠ 0 := Complex.ofReal_ne_zero.mpr hx.ne'
  -- the second derivative of Df brings in the third derivative of f
  have hD : deriv (deriv (dilation f)) x
      = (x : ℂ) * deriv (deriv (deriv f)) x + 5 / 2 * deriv (deriv f) x :=
    second_deriv hx (fun _ hy => hasDeriv_dilation hf hy)
      ((((hasDeriv_x x).fun_mul (hasDeriv (smooth_deriv (smooth_deriv hf)) hx)).fun_add
        ((hasDeriv (smooth_deriv hf) hx).const_mul (3 / 2))).congr_deriv (by ring))
  refine ⟨?_, ?_, ?_⟩
  · simp only [dilation, hamiltonian, (hasDeriv_hamiltonian g hf hx).deriv, hD]
    field_simp
    ring
  · simp only [dilation, special, (hasDeriv_special hf hx).deriv]
    ring
  · simp only [dilation, hamiltonian, special, second_deriv_special hf hx]
    field_simp
    ring
```

A numerical instance is $g=2$, $f=x^3$, evaluated at $x=1$. Here $Hf=-3x+x=-2x$, $Df=\tfrac72x^3$ and $Kf=\tfrac12x^5$. The commutators become

- $D(Hf)-H(Df)=-3-(-7)=4=-2\cdot(-2)$,
- $D(Kf)-K(Df)=\tfrac{11}4-\tfrac74=1=2\cdot\tfrac12$,
- $H(Kf)-K(Hf)=-\tfrac92-(-1)=-\tfrac72$, which is $-Df$.

## The Casimir operator and the coupling

The same derivatives evaluate the quadratic combination $2(HK+KH)+D^2$. Its two parts are

$$2\bigl(H(Kf)+K(Hf)\bigr)=-f-2xf'-x^2f''+gf,$$

$$D(Df)=x^2f''+2xf'+\tfrac14f.$$

All derivatives cancel in the sum, which leaves $(g-\tfrac34)f$. The coupling thus fixes the value of the Casimir operator. In the numerical instance the left side is $2(-\tfrac92-1)+\tfrac{49}4=\tfrac54$, and $g-\tfrac34$ is also $\tfrac54$.

```lean
/-- The quadratic Casimir operator 2(HK + KH) + D² acts as the number g - 3/4. -/
theorem casimir (g : ℝ) {f : ℝ → ℂ} (hf : SmoothHalfLine f) {x : ℝ} (hx : 0 < x) :
    2 * (hamiltonian g (special f) x + special (hamiltonian g f) x) + dilation (dilation f) x
      = ((g : ℂ) - 3 / 4) * f x := by
  have hx0 : (x : ℂ) ≠ 0 := Complex.ofReal_ne_zero.mpr hx.ne'
  simp only [dilation, hamiltonian, special, second_deriv_special hf hx,
    (hasDeriv_dilation hf hx).deriv]
  field_simp
  ring
```

## Stretching the coordinate

By the chain rule, $\frac{d}{dx}f(sx)=s\,f'(sx)$. The condition $s>0$ keeps $sx$ on the half-line.

```lean
private lemma hasDeriv_rescale {f : ℝ → ℂ} (hf : SmoothHalfLine f) {s x : ℝ} (hs : 0 < s)
    (hx : 0 < x) : HasDerivAt (fun y => f (s * y)) ((s : ℂ) * deriv f (s * x)) x := by
  have hl : HasDerivAt (fun y : ℝ => s * y) s x := by
    simpa using (hasDerivAt_id x).const_mul s
  have h := HasDerivAt.scomp x (hasDeriv hf (mul_pos hs hx)) hl
  simpa only [Function.comp_def, Complex.real_smul] using h
```

Applying this twice gives $s^2f''(sx)$. The potential supplies the same factor, since

$$\frac{g}{2x^2}=s^2\,\frac{g}{2(sx)^2}.$$

Hence $H$ applied to $f(s\,\cdot)$ at $x$ equals $s^2(Hf)(sx)$.

```lean
/-- Scale covariance: H applied to f(sx) is s² times Hf evaluated at sx. -/
theorem hamiltonian_rescale (g : ℝ) {f : ℝ → ℂ} (hf : SmoothHalfLine f) {s x : ℝ}
    (hs : 0 < s) (hx : 0 < x) :
    hamiltonian g (rescale s f) x = (s : ℂ) ^ 2 * hamiltonian g f (s * x) := by
  have hx0 : (x : ℂ) ≠ 0 := Complex.ofReal_ne_zero.mpr hx.ne'
  have hs0 : (s : ℂ) ≠ 0 := Complex.ofReal_ne_zero.mpr hs.ne'
  -- each derivative contributes one factor s
  have h2 : deriv (deriv (rescale s f)) x = (s : ℂ) * ((s : ℂ) * deriv (deriv f) (s * x)) :=
    second_deriv hx (fun _ hy => hasDeriv_rescale hf hs hy)
      ((hasDeriv_rescale (smooth_deriv hf) hs hx).const_mul (s : ℂ))
  simp only [hamiltonian, h2, rescale, Complex.ofReal_mul]
  field_simp
```

If $Hf=Ef$ at every positive point, the right side is $s^2E\,f(sx)$. The rescaled function therefore solves the same equation with energy $s^2E$. In this theorem $E$ may be complex and $f$ need not be square-integrable, so scattering solutions are included.

```lean
/-- If Hf = Ef on x > 0, then f(sx) satisfies the same equation with energy s²E. -/
theorem eigen_rescale {g : ℝ} {E : ℂ} {f : ℝ → ℂ} (hf : SmoothHalfLine f)
    (hE : ∀ x, 0 < x → hamiltonian g f x = E * f x) {s : ℝ} (hs : 0 < s) :
    ∀ x, 0 < x → hamiltonian g (rescale s f) x = ((s : ℂ) ^ 2 * E) * rescale s f x := by
  intro x hx
  rw [hamiltonian_rescale g hf hs hx, hE _ (mul_pos hs hx), rescale, mul_assoc]
```

The chain-rule argument also gives the scaling of hydrogen-like ions. With $-Z/x$ added to the inverse-square term $\ell(\ell+1)/(2x^2)$, where $Z$ is the nuclear charge in atomic units, a solution $f$ of energy $E$ gives a solution $f(sx)$ of energy $s^2E$ for the charge $sZ$. The Coulomb potential scales with one power of $s$ only, so the charge has to change; this remark is an application by hand and has no theorem in the file.

## From one negative energy to all of them

Rescaling preserves the remaining properties of a bound solution. Smoothness follows by composition. If $f(x)\neq0$, the rescaled function is nonzero at $x/s$. Substituting $y=sx$ gives

$$\int_0^\infty|f(sx)|^2\,dx=\frac1s\int_0^\infty|f(y)|^2\,dy<\infty .$$

```lean
/-- Rescaling turns a square-integrable solution of energy E into one of energy s²E. -/
theorem IsBoundSolution.rescale {g E : ℝ} {f : ℝ → ℂ} (h : IsBoundSolution g E f) {s : ℝ}
    (hs : 0 < s) : IsBoundSolution g (s ^ 2 * E) (rescale s f) where
  smooth := ContDiffOn.comp h.smooth (contDiff_const.mul contDiff_id).contDiffOn
    (fun _ hx => mul_pos hs hx)
  nonzero := by
    obtain ⟨x, hx, hfx⟩ := h.nonzero
    refine ⟨x / s, div_pos hx hs, ?_⟩
    have e : s * (x / s) = x := by field_simp
    simpa only [ConformalMechanics.rescale, e] using hfx
  sqIntegrable := (integrableOn_Ioi_comp_mul_left_iff (fun x => ‖f x‖ ^ 2) 0 hs).2
    (by simpa only [mul_zero] using h.sqIntegrable)
  eigen := fun x hx => by
    have := eigen_rescale h.smooth h.eigen hs x hx
    push_cast
    exact this
```

Suppose now that a bound solution exists at some $E<0$, and let $E'<0$ be any other target energy. The ratio $E'/E$ is positive, so $s=\sqrt{E'/E}$ is a positive number with $s^2E=E'$.

```lean
/-- If one negative energy admits a square-integrable solution, every negative energy does. -/
theorem all_negative_energies {g E E' : ℝ} {f : ℝ → ℂ} (h : IsBoundSolution g E f)
    (hE : E < 0) (hE' : E' < 0) : ∃ s, 0 < s ∧ IsBoundSolution g E' (rescale s f) := by
  have hq : 0 < E' / E := div_pos_of_neg_of_neg hE' hE
  refine ⟨√(E' / E), Real.sqrt_pos.mpr hq, ?_⟩
  have h' := h.rescale (Real.sqrt_pos.mpr hq)
  rwa [Real.sq_sqrt hq.le, div_mul_cancel₀ _ hE.ne] at h'
```

The theorem is conditional: it does not say for which couplings a first solution exists. Where one does, the differential equation and square integrability alone select no discrete negative energies. For this one-particle model, a definite binding energy needs a length from elsewhere, such as a boundary condition that contains one or a short-distance cutoff, and a simulation that reports such an energy should state that length.

The opening example shows that the hypothesis can be met. For $g=0$ and $f=e^{-x}$,

$$f''=f,\qquad Hf=-\tfrac12f,\qquad \int_0^\infty e^{-2x}\,dx=\tfrac12 ,$$

so the normalised function is $\sqrt2\,e^{-x}$. Its rescalings $e^{-sx}$ reach every negative energy. A hard wall, $f(0)=0$, excludes them all, while the condition $f'(0)=-\kappa f(0)$ with a fixed $\kappa>0$ keeps only $s=\kappa$. The Lean proof checks the unnormalised function: it rewrites $|e^{-x}|^2$ as $e^{-2x}$ for the integral and differentiates twice for the energy.

```lean
/-- At g = 0 the function exp(-x) is a square-integrable solution of energy -1/2. -/
theorem isBoundSolution_witness :
    IsBoundSolution 0 (-1 / 2) (fun x => ((Real.exp (-x) : ℝ) : ℂ)) where
  smooth := (Complex.ofRealCLM.contDiff.comp
    (Real.contDiff_exp.comp contDiff_neg)).contDiffOn
  nonzero := ⟨1, one_pos, Complex.ofReal_ne_zero.mpr (Real.exp_pos _).ne'⟩
  sqIntegrable := by
    have e : (fun x : ℝ => ‖((Real.exp (-x) : ℝ) : ℂ)‖ ^ 2) = fun x => Real.exp (-2 * x) := by
      funext x
      rw [Complex.norm_real, Real.norm_of_nonneg (Real.exp_pos _).le, pow_two, ← Real.exp_add]
      congr 1
      ring
    rw [e]
    exact exp_neg_integrableOn_Ioi 0 two_pos
  eigen := fun x hx => by
    have h1 : ∀ y : ℝ, HasDerivAt (fun x : ℝ => ((Real.exp (-x) : ℝ) : ℂ))
        (-((Real.exp (-y) : ℝ) : ℂ)) y := fun y =>
      ((hasDerivAt_id y).fun_neg.exp.ofReal_comp).congr_deriv (by simp)
    have h2 := second_deriv hx (fun y _ => h1 y) (h1 x).fun_neg
    simp only [hamiltonian, h2]
    push_cast
    ring

end

end ConformalMechanics
```

```lean
#print axioms ConformalMechanics.conformal_algebra
#print axioms ConformalMechanics.casimir
#print axioms ConformalMechanics.all_negative_energies
```

```
'ConformalMechanics.conformal_algebra' depends on axioms: [propext, Classical.choice, Quot.sound]
'ConformalMechanics.casimir' depends on axioms: [propext, Classical.choice, Quot.sound]
'ConformalMechanics.all_negative_energies' depends on axioms: [propext, Classical.choice, Quot.sound]
```
